# The Fierz matrix for exchanging two commuting Dirac spinors

A barred spinor is represented here by an arbitrary row w of four complex numbers, independent of every column spinor u. The usual relation ψ̄ = ψ†γ⁰ is never imposed, so the identities hold for it as a special case. All components are ordinary commuting numbers. The results therefore apply to spinor amplitudes and not to anticommuting field operators, whose reordering brings an additional minus sign.

Take two rows w₁, w₃ and two columns u₂, u₄. They form five quartic products: scalar S, vector V, tensor T, axial A and pseudoscalar P, with w₁ paired to u₂ and w₃ to u₄. For gamma matrices similar to the Dirac ones, exchanging u₂ and u₄ multiplies the column (S, V, T, A, P) by a fixed matrix F, and F² = 1. This relates the two pairings in a relativistic four-fermion contact amplitude, at the level of c-number spinors at one point.

```lean
import Mathlib

open Matrix
open Complex (I)

namespace FierzExchange

noncomputable section
```

## Gammas, bilinears and the five products

Operators on spinor space are complex 4×4 matrices.

```lean
/-- Complex four by four matrices acting on Dirac spinors. -/
abbrev Mat4 := Matrix (Fin 4) (Fin 4) ℂ
```

Rows and columns share one type. Their components are numbered 0 to 3 and written u(0), …, u(3), while subscripts as in u₂ label different spinors.

```lean
/-- Four-component spinors with commuting complex components. -/
abbrev Spinor := Fin 4 → ℂ
```

The metric has signature (+,−,−,−), and g_μ denotes its diagonal entries.

```lean
/-- The diagonal entries (+,-,-,-) of the Minkowski metric. -/
def metric : Fin 4 → ℂ := ![1, -1, -1, -1]
```

Let τ₁, τ₂, τ₃ be the Pauli matrices, and split a column into its upper half a = (u(0), u(1)) and lower half b = (u(2), u(3)). With k = 1, 2, 3, the Dirac representation is

    γ⁰(a, b) = (a, −b),    γᵏ(a, b) = (τₖb, −τₖa).

```lean
/-- The gamma matrices in the Dirac representation. -/
def dirac : Fin 4 → Mat4 :=
  ![!![1, 0, 0, 0; 0, 1, 0, 0; 0, 0, -1, 0; 0, 0, 0, -1],
    !![0, 0, 0, 1; 0, 0, 1, 0; 0, -1, 0, 0; -1, 0, 0, 0],
    !![0, 0, 0, -I; 0, 0, I, 0; 0, I, 0, 0; -I, 0, 0, 0],
    !![0, 0, 1, 0; 0, 0, 0, -1; -1, 0, 0, 0; 0, 1, 0, 0]]
```

The chirality matrix is defined for any four gammas by

    γ5 = i γ⁰γ¹γ²γ³.

```lean
/-- The chirality matrix `γ5 = i γ⁰ γ¹ γ² γ³`. -/
def gamma5 (γ : Fin 4 → Mat4) : Mat4 := I • (γ 0 * γ 1 * γ 2 * γ 3)
```

The spin tensor carries the factor i/2:

    σ^{μν} = (i/2)(γ^μγ^ν − γ^νγ^μ).

```lean
/-- The spin tensor `σ^{μν} = (i/2) [γ^μ, γ^ν]`. -/
def sigma (γ : Fin 4 → Mat4) (μ ν : Fin 4) : Mat4 :=
  (I / 2) • (γ μ * γ ν - γ ν * γ μ)
```

A bilinear is the number w G u, with no complex conjugation in the dot product.

```lean
/-- The bilinear `w G u` of a row spinor `w`, a matrix `G` and a column spinor `u`. -/
def bilin (w : Spinor) (G : Mat4) (u : Spinor) : ℂ := w ⬝ᵥ (G *ᵥ u)
```

The five products are

    S = (w₁u₂)(w₃u₄)

    V = Σ_μ g_μ (w₁γ^μu₂)(w₃γ^μu₄)

    T = Σ_{μ<ν} g_μ g_ν (w₁σ^{μν}u₂)(w₃σ^{μν}u₄)

    A = Σ_μ g_μ (w₁γ^μγ5u₂)(w₃γ^μγ5u₄)

    P = (w₁γ5u₂)(w₃γ5u₄).

The metric signs lower the indices in the second factor, and T counts each of the six pairs once. In `quartic` the products have positions 0 to 4 in this order.

```lean
/-- The quartic products S, V, T, A, P, in this order, with `w₁` paired to `u₂` and
`w₃` paired to `u₄`; the metric signs lower the indices of the second factor. -/
def quartic (γ : Fin 4 → Mat4) (w₁ u₂ w₃ u₄ : Spinor) : Fin 5 → ℂ :=
  ![bilin w₁ 1 u₂ * bilin w₃ 1 u₄,
    ∑ μ, metric μ * (bilin w₁ (γ μ) u₂ * bilin w₃ (γ μ) u₄),
    ∑ μ, ∑ ν, if μ < ν then
      metric μ * metric ν * (bilin w₁ (sigma γ μ ν) u₂ * bilin w₃ (sigma γ μ ν) u₄) else 0,
    ∑ μ, metric μ * (bilin w₁ (γ μ * gamma5 γ) u₂ * bilin w₃ (γ μ * gamma5 γ) u₄),
    bilin w₁ (gamma5 γ) u₂ * bilin w₃ (gamma5 γ) u₄]
```

The proposed exchange matrix is

    F = ¼ ×
        [  1   1   1  −1   1 ]
        [  4  −2   0  −2  −4 ]
        [  6   0  −2   0   6 ]
        [ −4  −2   0  −2   4 ]
        [  1  −1   1   1   1 ]

```lean
/-- The Fierz matrix for commuting spinors, in the order S, V, T, A, P. -/
def fierzMatrix : Matrix (Fin 5) (Fin 5) ℂ :=
  (1 / 4 : ℂ) • !![1, 1, 1, -1, 1; 4, -2, 0, -2, -4; 6, 0, -2, 0, 6;
    -4, -2, 0, -2, 4; 1, -1, 1, 1, 1]
```

## How the matrices act on a spinor

Written out in components, the block formulas for the gammas give

    γ⁰u = (u(0), u(1), −u(2), −u(3))

    γ¹u = (u(3), u(2), −u(1), −u(0))

    γ²u = i(−u(3), u(2), u(1), −u(0))

    γ³u = (u(2), −u(3), −u(0), u(1)).

Lean checks each component by expanding the matrix-vector product.

```lean
/-- The action of the four Dirac gammas on a spinor. -/
theorem gamma_action (u : Spinor) :
    dirac 0 *ᵥ u = ![u 0, u 1, -u 2, -u 3] ∧
    dirac 1 *ᵥ u = ![u 3, u 2, -u 1, -u 0] ∧
    dirac 2 *ᵥ u = I • ![-u 3, u 2, u 1, -u 0] ∧
    dirac 3 *ᵥ u = ![u 2, -u 3, -u 0, u 1] := by
  refine ⟨?_, ?_, ?_, ?_⟩ <;> ext i <;> fin_cases i <;>
    simp [dirac, Matrix.mulVec, dotProduct, Fin.sum_univ_four]
```

For γ5, apply the gammas from right to left, using τ₂τ₃ = iτ₁:

    γ³(a, b) = (τ₃b, −τ₃a)

    γ²γ³(a, b) = −i(τ₁a, τ₁b)

    γ¹γ²γ³(a, b) = −i(b, −a)

    γ5(a, b) = i · (−i)(b, a) = (b, a).

Different gammas anticommute, so σ^{μν} = iγ^μγ^ν for μ ≠ ν. Hence, for (i, j, k) cyclic,

    σ^{0k}(a, b) = i(τₖb, τₖa),    σ^{ij}(a, b) = (τₖa, τₖb).

The ordered pair (1, 3) is anticyclic, so σ^{13} acts as −τ₂ on both halves. The proof likewise applies the gammas one after another, then simplifies with i² = −1.

```lean
/-- The action of `γ5` and of the six independent `σ^{μν}` on a spinor, in the Dirac
representation. -/
theorem spin_action (u : Spinor) :
    gamma5 dirac *ᵥ u = ![u 2, u 3, u 0, u 1] ∧
    sigma dirac 0 1 *ᵥ u = I • ![u 3, u 2, u 1, u 0] ∧
    sigma dirac 0 2 *ᵥ u = ![u 3, -u 2, u 1, -u 0] ∧
    sigma dirac 0 3 *ᵥ u = I • ![u 2, -u 3, u 0, -u 1] ∧
    sigma dirac 1 2 *ᵥ u = ![u 0, -u 1, u 2, -u 3] ∧
    sigma dirac 1 3 *ᵥ u = I • ![u 1, -u 0, u 3, -u 2] ∧
    sigma dirac 2 3 *ᵥ u = ![u 1, u 0, u 3, u 2] := by
  refine ⟨?_, ?_, ?_, ?_, ?_, ?_, ?_⟩ <;>
    simp only [gamma5, sigma, Matrix.smul_mulVec, Matrix.sub_mulVec,
      ← Matrix.mulVec_mulVec, gamma_action] <;>
    ext i <;> fin_cases i <;> simp <;> ring_nf <;> simp only [Complex.I_sq] <;> ring
```

## Three combinations with simple exchange rules

Define the two-component combinations u⁺ = a + b and u⁻ = a − b, and likewise w⁺ and w⁻ for a row. Since γ5 swaps a and b, it keeps u⁺ and reverses u⁻. The bilinears become

    w u = ½(w⁺u⁺ + w⁻u⁻),    w γ5 u = ½(w⁺u⁺ − w⁻u⁻)

    w γ⁰ u = ½(w⁻u⁺ + w⁺u⁻),    w γᵏ u = ½(w⁻τₖu⁺ − w⁺τₖu⁻)

    w σ^{0k} u = (i/2)(w⁺τₖu⁺ − w⁻τₖu⁻)

    w σ^{ij} u = ½(w⁺τₖu⁺ + w⁻τₖu⁻),    (i, j, k) cyclic.

The one further ingredient is a two-component identity for rows p, r and columns q, s:

    Σₖ (pτₖq)(rτₖs) = 2(ps)(rq) − (pq)(rs).

To check it, note that τ₁ and τ₂ together contribute 2[p(0)q(1)r(1)s(0) + p(1)q(0)r(0)s(1)], while τ₃ contributes [p(0)q(0) − p(1)q(1)][r(0)s(0) − r(1)s(1)]. Expanding the right-hand side gives the same terms.

Primes denote the products after u₂ and u₄ have been exchanged. For the scalar and pseudoscalar,

    S + P = ½[(w₁⁺u₂⁺)(w₃⁺u₄⁺) + (w₁⁻u₂⁻)(w₃⁻u₄⁻)]

    S − P = ½[(w₁⁺u₂⁺)(w₃⁻u₄⁻) + (w₁⁻u₂⁻)(w₃⁺u₄⁺)].

For V and A, write R for the four numbers (w⁻u⁺, w⁻τₖu⁺) and L for (w⁺u⁻, −w⁺τₖu⁻). Then w γ^μ u = ½(R^μ + L^μ) and w γ^μγ5 u = ½(R^μ − L^μ). With subscripts showing which spinors are paired,

    V + A = ½ Σ_μ g_μ (R₁₂R₃₄ + L₁₂L₃₄)

    V − A = ½ Σ_μ g_μ (R₁₂L₃₄ + L₁₂R₃₄).

The two-component identity gives

    Σ_μ g_μ R₁₂R₃₄ = 2[(w₁⁻u₂⁺)(w₃⁻u₄⁺) − (w₁⁻u₄⁺)(w₃⁻u₂⁺)]

    Σ_μ g_μ R₁₂L₃₄ = 2(w₁⁻u₄⁻)(w₃⁺u₂⁺).

The first expression changes sign under the exchange, and so does its L₁₂L₃₄ partner, in which + and − are interchanged. Half the sum of the second and its L₁₂R₃₄ partner is V − A, which gives V − A = 2(S′ − P′). Exchanging once more gives V′ − A′ = 2(S − P).

In T, the metric sign −1 for the pairs (0, k) cancels i² = −1, and the cross terms between plus and minus halves drop out:

    T = ½ Σₖ [(w₁⁺τₖu₂⁺)(w₃⁺τₖu₄⁺) + (w₁⁻τₖu₂⁻)(w₃⁻τₖu₄⁻)]

      = 2(S′ + P′) − (S + P).

The three rules are therefore

    V′ + A′ = −(V + A)

    V′ − A′ = 2(S − P)

    2(S′ + P′) = S + P + T.

Lean checks these same rules by direct expansion. It lets the matrices act through the two preceding lemmas, uses `hI` to combine paired factors of i, and compares the resulting polynomials in the spinor components with `ring`.

```lean
set_option maxRecDepth 4000 in
set_option maxHeartbeats 400000 in
/-- Exchange of `u₂` and `u₄` in the Dirac representation: V + A changes sign, the new V - A
is twice the old S - P, and twice the new S + P is the old S + P + T. -/
theorem exchange_combinations (w₁ u₂ w₃ u₄ : Spinor) :
    quartic dirac w₁ u₄ w₃ u₂ 1 + quartic dirac w₁ u₄ w₃ u₂ 3
      = -(quartic dirac w₁ u₂ w₃ u₄ 1 + quartic dirac w₁ u₂ w₃ u₄ 3) ∧
    quartic dirac w₁ u₄ w₃ u₂ 1 - quartic dirac w₁ u₄ w₃ u₂ 3
      = 2 * (quartic dirac w₁ u₂ w₃ u₄ 0 - quartic dirac w₁ u₂ w₃ u₄ 4) ∧
    2 * (quartic dirac w₁ u₄ w₃ u₂ 0 + quartic dirac w₁ u₄ w₃ u₂ 4)
      = quartic dirac w₁ u₂ w₃ u₄ 0 + quartic dirac w₁ u₂ w₃ u₄ 4
        + quartic dirac w₁ u₂ w₃ u₄ 2 := by
  have hI : ∀ a b : ℂ, I * a * (I * b) = -(a * b) := by
    intro a b
    linear_combination a * b * Complex.I_sq
  refine ⟨?_, ?_, ?_⟩ <;>
    simp [quartic, Fin.sum_univ_four, metric] <;>
    -- let the matrices act on the spinors; factors i occur in pairs
    simp only [bilin, ← Matrix.mulVec_mulVec, Matrix.one_mulVec, spin_action, gamma_action,
      dotProduct_smul, smul_eq_mul, hI] <;>
    simp only [dotProduct, Fin.sum_univ_four, Matrix.cons_val] <;> ring
```

## Solving for the five exchanged products

Apply the second and third rules to the exchanged arrangement as well. This gives V − A = 2(S′ − P′) and 2(S + P) = S′ + P′ + T′. Solving the linear equations yields

    S′ = ¼(S + P + T) + ¼(V − A)

    V′ = −½(V + A) + (S − P)

    T′ = 2(S + P) − ½(S + P + T) = (3/2)(S + P) − ½T

    A′ = −½(V + A) − (S − P)

    P′ = ¼(S + P + T) − ¼(V − A).

These are the five rows of F. In the proof, `a`, `b`, `c` are the three rules, `b'` and `c'` are their exchanged versions, and each `linear_combination` lists the weights with which these equations combine to give one row.

```lean
/-- The Fierz exchange of `u₂` and `u₄` in the Dirac representation. -/
theorem fierz_dirac (w₁ u₂ w₃ u₄ : Spinor) :
    quartic dirac w₁ u₄ w₃ u₂ = fierzMatrix *ᵥ quartic dirac w₁ u₂ w₃ u₄ := by
  -- the combinations are used in both directions of the exchange
  obtain ⟨a, b, c⟩ := exchange_combinations w₁ u₂ w₃ u₄
  obtain ⟨-, b', c'⟩ := exchange_combinations w₁ u₄ w₃ u₂
  ext k
  fin_cases k <;> simp [fierzMatrix, Matrix.mulVec, dotProduct, Fin.sum_univ_five]
  · linear_combination (1 / 4) * c - (1 / 4) * b'
  · linear_combination (1 / 2) * a + (1 / 2) * b
  · linear_combination -c' - (1 / 2) * c
  · linear_combination (1 / 2) * a - (1 / 2) * b
  · linear_combination (1 / 4) * c + (1 / 4) * b'
```

## Changing the representation

Suppose γ^μ = U γ_D^μ V, where γ_D^μ are the Dirac matrices and UV = 1. In this section U and V are 4×4 matrices, and V is not the vector product. For square matrices VU = 1 follows, so the inner factors cancel in every product:

    (UXV)(UYV) = U(XY)V.

Thus γ5, σ^{μν} and γ^μγ5 transform in the same way as the gammas. The transformation can then be moved onto the spinors:

    w(UGV)u = (wU)G(Vu).

Because w is independent of u, U need not be unitary. The lemma's steps `hmul`, `h5`, `hσ` and `hb` establish these facts in turn, while `h1` treats the scalar bilinear.

```lean
/-- A change of representation `γ^μ = U γ_D^μ V` of the Dirac gammas, with `U V = 1`,
can be absorbed in the spinors of the quartic products. -/
theorem quartic_similar (γ : Fin 4 → Mat4) (U V : Mat4) (hU : U * V = 1)
    (hγ : ∀ μ, γ μ = U * dirac μ * V) (w₁ u₂ w₃ u₄ : Spinor) :
    quartic γ w₁ u₂ w₃ u₄ = quartic dirac (w₁ ᵥ* U) (V *ᵥ u₂) (w₃ ᵥ* U) (V *ᵥ u₄) := by
  have hV : V * U = 1 := mul_eq_one_comm.mp hU
  have hmul : ∀ X Y : Mat4, (U * X * V) * (U * Y * V) = U * (X * Y) * V := by
    intro X Y
    calc _ = U * X * (V * U) * Y * V := by simp only [mul_assoc]
      _ = _ := by rw [hV, mul_one]; simp only [mul_assoc]
  have h5 : gamma5 γ = U * gamma5 dirac * V := by
    simp only [gamma5, hγ, hmul, mul_smul_comm, smul_mul_assoc]
  have hσ : ∀ μ ν, sigma γ μ ν = U * sigma dirac μ ν * V := by
    intro μ ν
    simp only [sigma, hγ, hmul, mul_smul_comm, smul_mul_assoc, mul_sub, sub_mul]
  -- the transformation moves from the matrix to the two spinors
  have hb : ∀ (w : Spinor) (G : Mat4) (u : Spinor),
      bilin w (U * G * V) u = bilin (w ᵥ* U) G (V *ᵥ u) := by
    intro w G u
    rw [bilin, bilin, ← Matrix.mulVec_mulVec, ← Matrix.mulVec_mulVec,
      Matrix.dotProduct_mulVec w]
  have h1 : ∀ w u : Spinor, bilin w 1 u = bilin (w ᵥ* U) 1 (V *ᵥ u) := by
    intro w u
    rw [← hb, mul_one, hU]
  simp only [quartic, h5, hσ, hγ, hmul, hb]
  rw [h1 w₁ u₂, h1 w₃ u₄]
```

Both pairings now become Dirac-representation products of the same transformed spinors, and F relates them. In words, the theorem says that for any gammas of the form γ^μ = U γ_D^μ V with UV = 1, and for any four commuting spinors, the exchanged column of products equals F times the original column. The similarity to the Dirac matrices is a hypothesis; it is not derived from the anticommutation relations.

```lean
/-- Fierz identity: for commuting spinors and gammas similar to the Dirac ones, exchanging
`u₂` and `u₄` acts on the products S, V, T, A, P by the Fierz matrix. -/
theorem fierz_identity (γ : Fin 4 → Mat4) (U V : Mat4) (hU : U * V = 1)
    (hγ : ∀ μ, γ μ = U * dirac μ * V) (w₁ u₂ w₃ u₄ : Spinor) :
    quartic γ w₁ u₄ w₃ u₂ = fierzMatrix *ᵥ quartic γ w₁ u₂ w₃ u₄ := by
  rw [quartic_similar γ U V hU hγ, quartic_similar γ U V hU hγ, fierz_dirac]
```

## Completeness from the first row

Completeness is often the starting point for Fierz identities; here it comes out as a consequence. Choose basis spinors w₁ = e_i, u₂ = e_j, w₃ = e_k, u₄ = e_l, where e_i has a single entry 1 at position i. Each bilinear then picks out one matrix entry, and S′ = δ_il δ_kj. Four times the first exchange row reads

    4 δ_il δ_kj = δ_ij δ_kl + Σ_μ g_μ (γ^μ)_ij (γ^μ)_kl

        + Σ_{μ<ν} g_μ g_ν (σ^{μν})_ij (σ^{μν})_kl

        − Σ_μ g_μ (γ^μγ5)_ij (γ^μγ5)_kl + (γ5)_ij (γ5)_kl.

Multiplying by M_lk and summing over k and l expands any 4×4 matrix M in the sixteen matrices, with traces as coefficients. The minus sign on the axial term reflects (γ^μγ5)² = −(γ^μ)². In the proof, `hb` extracts the matrix entries and `row` evaluates the first row of F.

```lean
/-- Completeness of the sixteen matrices, in components, for gammas similar to the Dirac
ones. -/
theorem completeness (γ : Fin 4 → Mat4) (U V : Mat4) (hU : U * V = 1)
    (hγ : ∀ μ, γ μ = U * dirac μ * V) (i j k l : Fin 4) :
    4 * ((1 : Mat4) i l * (1 : Mat4) k j) = (1 : Mat4) i j * (1 : Mat4) k l
      + ∑ μ, metric μ * (γ μ i j * γ μ k l)
      + (∑ μ, ∑ ν, if μ < ν then
          metric μ * metric ν * (sigma γ μ ν i j * sigma γ μ ν k l) else 0)
      - ∑ μ, metric μ * ((γ μ * gamma5 γ) i j * (γ μ * gamma5 γ) k l)
      + gamma5 γ i j * gamma5 γ k l := by
  -- basis spinors pick out the matrix entries
  have hb : ∀ (a : Fin 4) (G : Mat4) (b : Fin 4),
      bilin (Pi.single a 1) G (Pi.single b 1) = G a b := by
    intro a G b
    simp [bilin]
  have row : ∀ q : Fin 5 → ℂ,
      (fierzMatrix *ᵥ q) 0 = (q 0 + q 1 + q 2 - q 3 + q 4) / 4 := by
    intro q
    simp [fierzMatrix, Matrix.mulVec, dotProduct, Fin.sum_univ_five]
    ring
  have h := congrFun (fierz_identity γ U V hU hγ (Pi.single i 1) (Pi.single j 1)
    (Pi.single k 1) (Pi.single l 1)) 0
  rw [row] at h
  simp only [quartic, hb, Matrix.cons_val] at h
  linear_combination 4 * h
```

## Exchanging twice

Two exchanges restore the original spinors. The matrix statement F² = 1 concerns arbitrary columns of five numbers, and it can be checked on the combinations used above. Under F,

    V + A → −(V + A)

    V − A → 2(S − P),    S − P → ½(V − A)

    S + P → ½(S + P + T),    T → (3/2)(S + P) − ½T.

The first two lines plainly return to their starting values after a second application. For the third,

    S + P → ½[½(S + P + T) + (3/2)(S + P) − ½T] = S + P

    T → ¾(S + P + T) − ½[(3/2)(S + P) − ½T] = T.

These five combinations determine all five entries, so F² = 1. Lean multiplies the explicit matrix by itself and checks its twenty-five entries.

```lean
/-- The Fierz matrix squares to the identity. -/
theorem fierzMatrix_sq : fierzMatrix ^ 2 = 1 := by
  rw [pow_two]
  ext i j
  fin_cases i <;> fin_cases j <;>
    simp [fierzMatrix, Matrix.mul_apply, Fin.sum_univ_five] <;> norm_num

end

end FierzExchange
```

```lean
#print axioms FierzExchange.fierz_identity
#print axioms FierzExchange.completeness
#print axioms FierzExchange.fierzMatrix_sq
```

```
'FierzExchange.fierz_identity' depends on axioms: [propext, Classical.choice, Quot.sound]
'FierzExchange.completeness' depends on axioms: [propext, Classical.choice, Quot.sound]
'FierzExchange.fierzMatrix_sq' depends on axioms: [propext, Classical.choice, Quot.sound]
```
